# The time-step condition for the linear projector with a nondegenerate ground state

Let H be a symmetric operator on a finite-dimensional real inner product space, with nondegenerate lowest eigenvalue E0, unit ground-state vector φ and no eigenvalue above Emax. If t > 0 and t(Emax − E0) < 2, then for every vector v

(1 − t(H − E0))ⁿ v → ⟨φ,v⟩φ as n → ∞.

When Emax is itself an eigenvalue and Emax > E0, the two conditions on t are also necessary.

Projector Monte Carlo in a finite basis can apply this operator by random sampling; the result concerns the underlying deterministic iteration, with the exact E0 as energy shift. Here t is a step in imaginary time, in units of inverse energy.

## Damping the excited components

Write P = 1 − t(H − E0). If Hx = μx, then Px = (1 − t(μ − E0))x, and n steps give

Pⁿx = (1 − t(μ − E0))ⁿ x.

If μ ≠ E0, symmetry gives E0⟨φ,x⟩ = ⟨Hφ,x⟩ = ⟨φ,Hx⟩ = μ⟨φ,x⟩, so ⟨φ,x⟩ = 0.

Choose an orthonormal eigenbasis bᵢ with energies μᵢ, and set fᵢ = 1 − t(μᵢ − E0). Then

Pⁿv = Σᵢ ⟨bᵢ,v⟩ fᵢⁿ bᵢ.

For an excited level,

0 < t(μᵢ − E0) ≤ t(Emax − E0) < 2,

so |fᵢ| < 1 and the term vanishes in the limit. Since E0 is a nondegenerate eigenvalue, exactly one index has μᵢ = E0; its factor is 1, and bᵢ = cφ with c² = 1. That term is ⟨cφ,v⟩cφ = ⟨φ,v⟩φ, which is the limit.

Conversely, let Emax > E0 be an eigenvalue with eigenvector x ≠ 0. Since ⟨φ,x⟩ = 0, convergence requires

‖Pⁿx‖ = |1 − t(Emax − E0)|ⁿ ‖x‖ → 0.

A factor of modulus at least one would keep this norm at or above ‖x‖ > 0. Hence 0 < t(Emax − E0) < 2, and dividing by Emax − E0 > 0 gives t > 0.

## The rate and the energy

Let ρ ≥ 0 satisfy |fᵢ| ≤ ρ for every excited level. The error Pⁿv − ⟨φ,v⟩φ has no component along φ, and its excited components are fᵢⁿ⟨bᵢ,v⟩. By Parseval's identity,

‖Pⁿv − ⟨φ,v⟩φ‖² = Σ fᵢ²ⁿ⟨bᵢ,v⟩² ≤ ρ²ⁿ‖v − ⟨φ,v⟩φ‖²,

where the sum runs over excited levels. Taking square roots gives the factor ρⁿ.

Suppose the excited levels lie in [E1, Emax], with E0 < E1 ≤ Emax. For t = 2/(E1 + Emax − 2E0), the factor at energy μ is

1 − t(μ − E0) = (E1 + Emax − 2μ)/(E1 + Emax − 2E0).

Its numerator lies between −(Emax − E1) and Emax − E1, so one may take ρ = (Emax − E1)/(E1 + Emax − 2E0).

Finally, let g be a trial vector with ⟨g,φ⟩ ≠ 0, and let ⟨φ,v⟩ ≠ 0. If t > 0 and t(Emax − E0) < 2, then Pⁿv → ⟨φ,v⟩φ, and by continuity the mixed energy estimator satisfies

⟨g,HPⁿv⟩/⟨g,Pⁿv⟩ → ⟨φ,v⟩E0⟨g,φ⟩/(⟨φ,v⟩⟨g,φ⟩) = E0.

## The operator and its ground state in Lean

The space of states is `E`, and `H : Module.End ℝ E` is a linear map from it to itself. No matrix representation is chosen.

```lean
import Mathlib

open Filter Topology

namespace LinearProjectorMonteCarlo

noncomputable section

variable {E : Type*} [NormedAddCommGroup E] [InnerProductSpace ℝ E]
  {H : Module.End ℝ E} {E0 Emax t μ : ℝ} {φ x : E}
```

The next structure records what is assumed about the ground state. The field `nondegenerate` says that every solution of Hx = E0x is a multiple of φ: physically, a single state has the lowest energy. Symmetry of `H` is a separate hypothesis of the theorems.

```lean
/-- The vector `φ` is a normalised eigenvector of `H` at its lowest eigenvalue `E0`, and
this eigenvalue is nondegenerate. -/
structure IsGroundState (H : Module.End ℝ E) (E0 : ℝ) (φ : E) : Prop where
  unit : ‖φ‖ = 1
  eigen : H φ = E0 • φ
  lowest : ∀ μ, H.HasEigenvalue μ → E0 ≤ μ
  nondegenerate : ∀ x, H x = E0 • x → ∃ c : ℝ, x = c • φ
```

The projector P is `step H E0 t`, where `1` is the identity operator. In the definition `E0` may be any real number; the convergence theorems take it to be the exact ground-state energy, so they do not cover an estimated or fluctuating shift.

```lean
/-- One step of the linear projector, `1 - t (H - E0)`. -/
def step (H : Module.End ℝ E) (E0 t : ℝ) : Module.End ℝ E :=
  1 - t • (H - E0 • 1)
```

A concrete Hamiltonian that meets the assumptions is an attractive well acting on one state only.

```lean
/-- The rank-one attractive well `H x = -⟨φ, x⟩ φ`. -/
def rankOneWell (φ : E) : Module.End ℝ E :=
  -((innerₛₗ ℝ φ).smulRight φ)
```

Symmetry follows from ⟨x,Hy⟩ = −⟨φ,x⟩⟨φ,y⟩. For an eigenvector x of energy μ, the proof distinguishes two cases. If ⟨φ,x⟩ = 0, then μ = 0; otherwise, taking the inner product of the eigenvalue equation with φ gives μ = −1. At energy −1 the equation reads x = ⟨φ,x⟩φ, which is nondegeneracy.

```lean
/-- For a unit vector `φ`, the rank-one attractive well is symmetric and has `φ` as its
nondegenerate ground state, with energy `-1`. -/
theorem rankOneWell_witness (h : ‖φ‖ = 1) :
    LinearMap.IsSymmetric (rankOneWell φ) ∧ IsGroundState (rankOneWell φ) (-1) φ := by
  have hφφ : inner ℝ φ φ = (1 : ℝ) := by
    rw [real_inner_self_eq_norm_sq, h]; norm_num
  have ap : ∀ x, rankOneWell φ x = -(inner ℝ φ x • φ) := fun _ => rfl
  refine ⟨?_, h, ?_, ?_, ?_⟩
  · intro x y
    simp only [ap, inner_neg_left, inner_neg_right, real_inner_smul_left,
      real_inner_smul_right]
    rw [real_inner_comm φ x]
    ring
  · rw [ap, hφφ]
    module
  · intro μ hμ
    obtain ⟨x, hx⟩ := hμ.exists_hasEigenvector
    have e := hx.apply_eq_smul
    rw [ap] at e
    by_cases p : inner ℝ φ x = (0 : ℝ)
    · rw [p, zero_smul, neg_zero] at e
      have := (smul_eq_zero.1 e.symm).resolve_right hx.2
      linarith
    · have e2 := congrArg (fun y => inner ℝ φ y) e
      simp only [inner_neg_right, real_inner_smul_right, hφφ] at e2
      have : μ = -1 := mul_right_cancel₀ p (by linarith)
      linarith
  · intro x e
    rw [ap, neg_one_smul] at e
    exact ⟨inner ℝ φ x, (neg_injective e).symm⟩
```

## Eigenvectors, amplitudes and orthogonality

The first lemma is the formula for Pⁿx, proved by induction on `n` from the one-step case `h1`.

```lean
/-- On an eigenvector of energy `μ`, `n` projector steps multiply by
`(1 - t (μ - E0)) ^ n`. -/
theorem step_pow_eigenvector (hx : H x = μ • x) (n : ℕ) :
    (step H E0 t ^ n) x = (1 - t * (μ - E0)) ^ n • x := by
  have h1 : step H E0 t x = (1 - t * (μ - E0)) • x := by
    simp only [step, LinearMap.sub_apply, LinearMap.smul_apply, Module.End.one_apply, hx]
    module
  induction n with
  | zero => simp
  | succ n ih => rw [pow_succ', Module.End.mul_apply, ih, map_smul, h1, smul_smul, pow_succ]
```

Its companion follows the amplitude of an arbitrary vector `w` along an eigenvector. Symmetry moves `H` to the other side of the inner product, and induction again supplies the power.

```lean
/-- For symmetric `H`, the amplitude along an eigenvector of energy `μ` is multiplied by
`(1 - t (μ - E0)) ^ n` in `n` steps, whatever the propagated vector. -/
theorem inner_step_pow (hH : LinearMap.IsSymmetric H) (hx : H x = μ • x) (w : E) (n : ℕ) :
    inner ℝ x ((step H E0 t ^ n) w) = (1 - t * (μ - E0)) ^ n * inner ℝ x w := by
  have h1 : ∀ y, inner ℝ x (step H E0 t y) = (1 - t * (μ - E0)) * inner ℝ x y := by
    intro y
    have h := hH x y
    rw [hx, real_inner_smul_left] at h
    simp only [step, LinearMap.sub_apply, LinearMap.smul_apply, Module.End.one_apply,
      inner_sub_right, real_inner_smul_right, ← h]
    ring
  induction n with
  | zero => simp
  | succ n ih =>
    rw [pow_succ', Module.End.mul_apply, h1, ih]
    ring
```

Orthogonality comes from the same use of symmetry: (μ − E0)⟨φ,x⟩ = 0, and the first factor is nonzero.

```lean
/-- For symmetric `H`, an eigenvector with energy different from `E0` is orthogonal to the
ground state. -/
theorem ground_orthogonal (hH : LinearMap.IsSymmetric H) (hφ : IsGroundState H E0 φ)
    (hx : H x = μ • x) (hne : μ ≠ E0) : inner ℝ φ x = (0 : ℝ) := by
  have h := hH φ x
  rw [hφ.eigen, hx, real_inner_smul_left, real_inner_smul_right] at h
  have h2 : (μ - E0) * inner ℝ φ x = 0 := by linear_combination -h
  exact (mul_eq_zero.1 h2).resolve_left (sub_ne_zero.2 hne)
```

From here on the space is finite-dimensional. Mathlib's spectral theorem supplies the orthonormal eigenbasis `b` and the energies `μ i`.

```lean
variable [FiniteDimensional ℝ E]

/-- A symmetric operator in finite dimension has an orthonormal basis of eigenvectors. -/
theorem exists_eigenbasis (hH : LinearMap.IsSymmetric H) :
    ∃ (b : OrthonormalBasis (Fin (Module.finrank ℝ E)) ℝ E)
      (μ : Fin (Module.finrank ℝ E) → ℝ),
      ∀ i, H (b i) = μ i • b i ∧ H.HasEigenvalue (μ i) := by
  have h : ∀ i, H (hH.eigenvectorBasis rfl i)
      = hH.eigenvalues rfl i • hH.eigenvectorBasis rfl i :=
    fun i => hH.apply_eigenvectorBasis rfl i
  exact ⟨hH.eigenvectorBasis rfl, hH.eigenvalues rfl, fun i => ⟨h i,
    Module.End.hasEigenvalue_of_hasEigenvector
      ⟨Module.End.mem_eigenspace_iff.2 (h i),
        (hH.eigenvectorBasis rfl).orthonormal.ne_zero i⟩⟩⟩
```

## Convergence and the exact range of time steps

In the convergence theorem `Emax` need only be an upper bound on the eigenvalues. The statement `Tendsto … atTop (𝓝 …)` is convergence in norm as n → ∞. The proof first treats each basis vector in `key`, splitting on whether `μ i = E0`; in the excited case `habs` is the inequality |fᵢ| < 1. It then superposes the limits: `e1` reassembles Pⁿv and `e2` identifies the sum of the limits as ⟨φ,v⟩φ.

```lean
/-- Let `H` be symmetric with nondegenerate ground state `φ` and no eigenvalue above `Emax`.
If `t > 0` and `t (Emax - E0) < 2`, repeated projector steps take every `v` to `⟨φ, v⟩ φ`. -/
theorem projector_tendsto (hH : LinearMap.IsSymmetric H) (hφ : IsGroundState H E0 φ)
    (hmax : ∀ μ, H.HasEigenvalue μ → μ ≤ Emax) (ht : 0 < t) (ht2 : t * (Emax - E0) < 2)
    (v : E) :
    Tendsto (fun n : ℕ => (step H E0 t ^ n) v) atTop (𝓝 (inner ℝ φ v • φ)) := by
  obtain ⟨b, μ, hb⟩ := exists_eigenbasis hH
  -- convergence on each basis vector
  have key : ∀ i, Tendsto (fun n : ℕ => (step H E0 t ^ n) (b i)) atTop
      (𝓝 (inner ℝ φ (b i) • φ)) := by
    intro i
    simp only [step_pow_eigenvector (hb i).1]
    by_cases h : μ i = E0
    · obtain ⟨c, hc⟩ := hφ.nondegenerate (b i) (by rw [(hb i).1, h])
      have hin : inner ℝ φ (b i) • φ = b i := by
        rw [hc, real_inner_smul_right, real_inner_self_eq_norm_sq, hφ.unit]
        simp
      rw [hin]
      simp [h]
    · rw [ground_orthogonal hH hφ (hb i).1 h, zero_smul]
      have h1 : E0 < μ i := lt_of_le_of_ne (hφ.lowest _ (hb i).2) (Ne.symm h)
      have h2 := mul_le_mul_of_nonneg_left (hmax _ (hb i).2) ht.le
      have h3 := mul_pos ht (sub_pos.2 h1)
      have habs : |1 - t * (μ i - E0)| < 1 := by
        rw [abs_lt]
        constructor <;> nlinarith
      have h4 := (tendsto_pow_atTop_nhds_zero_of_abs_lt_one habs).smul_const (b i)
      rwa [zero_smul] at h4
  -- superpose the basis vectors
  have hs := tendsto_finsetSum Finset.univ
    (fun i _ => (key i).const_smul (inner ℝ (b i) v))
  have e1 : ∀ L : Module.End ℝ E, ∑ i, inner ℝ (b i) v • L (b i) = L v := by
    intro L
    conv_rhs => rw [← b.sum_repr' v]
    simp only [map_sum, map_smul]
  have e2 : ∑ i, inner ℝ (b i) v • (inner ℝ φ (b i) • φ) = inner ℝ φ v • φ := by
    rw [← b.sum_inner_mul_inner φ v, Finset.sum_smul]
    exact Finset.sum_congr rfl fun i _ => by rw [smul_smul, mul_comm]
  rw [e2] at hs
  exact hs.congr fun n => e1 _
```

For the equivalence, `IsGreatest` makes `Emax` the largest eigenvalue, and `hlt` ensures that there is an excited level. The forward direction tests convergence on a top eigenvector and rules out a factor of modulus at least one by contradiction; the reverse direction is the previous theorem.

```lean
/-- For symmetric `H` with nondegenerate ground state `φ` and largest eigenvalue `Emax > E0`,
the projector takes every `v` to `⟨φ, v⟩ φ` exactly when `t > 0` and `t (Emax - E0) < 2`. -/
theorem projector_tendsto_iff (hH : LinearMap.IsSymmetric H) (hφ : IsGroundState H E0 φ)
    (hmax : IsGreatest {μ | H.HasEigenvalue μ} Emax) (hlt : E0 < Emax) :
    (∀ v, Tendsto (fun n : ℕ => (step H E0 t ^ n) v) atTop (𝓝 (inner ℝ φ v • φ))) ↔
      0 < t ∧ t * (Emax - E0) < 2 := by
  refine ⟨fun h => ?_, fun h v =>
    projector_tendsto hH hφ (fun μ hμ => hmax.2 hμ) h.1 h.2 v⟩
  have hev : H.HasEigenvalue Emax := hmax.1
  obtain ⟨x, hx⟩ := hev.exists_hasEigenvector
  have hn := (h x).norm
  rw [ground_orthogonal hH hφ hx.apply_eq_smul hlt.ne', zero_smul, norm_zero] at hn
  -- the top eigenvector can only die out if its factor has modulus below one
  have habs : |1 - t * (Emax - E0)| < 1 := by
    by_contra hc
    have hle : ‖x‖ ≤ 0 := ge_of_tendsto' hn fun n => by
      rw [step_pow_eigenvector hx.apply_eq_smul, norm_smul, norm_pow, Real.norm_eq_abs]
      exact le_mul_of_one_le_left (norm_nonneg x) (one_le_pow₀ (not_lt.1 hc))
    exact hx.2 (norm_le_zero_iff.1 hle)
  obtain ⟨h1, h2⟩ := abs_lt.1 habs
  refine ⟨?_, by linarith⟩
  by_contra hc
  nlinarith [mul_nonneg (sub_nonneg.2 (not_lt.1 hc)) (sub_pos.2 hlt).le]
```

## Geometric error bounds

The next theorem places no separate condition on `t`; it needs only a bound `ρ` on the excited factors, and it implies convergence when ρ < 1. After squaring, `parseval` turns both norms into sums, which are compared term by term. The ground-state term of the error is zero, and each excited term is bounded using `inner_step_pow`.

```lean
/-- For symmetric `H` with nondegenerate ground state `φ`, if `ρ ≥ 0` bounds the modulus of
the damping factor of every excited level, the error after `n` steps is at most `ρ ^ n`
times the initial one. -/
theorem projector_error_le (hH : LinearMap.IsSymmetric H) (hφ : IsGroundState H E0 φ)
    {ρ : ℝ} (hρ0 : 0 ≤ ρ)
    (hρ : ∀ μ, H.HasEigenvalue μ → μ ≠ E0 → |1 - t * (μ - E0)| ≤ ρ) (v : E) (n : ℕ) :
    ‖(step H E0 t ^ n) v - inner ℝ φ v • φ‖ ≤ ρ ^ n * ‖v - inner ℝ φ v • φ‖ := by
  obtain ⟨b, μ, hb⟩ := exists_eigenbasis hH
  have parseval : ∀ y : E, ‖y‖ ^ 2 = ∑ i, (inner ℝ (b i) y) ^ 2 := by
    intro y
    rw [← real_inner_self_eq_norm_sq, ← b.sum_inner_mul_inner y y]
    exact Finset.sum_congr rfl fun i _ => by rw [real_inner_comm (b i) y, sq]
  refine (sq_le_sq₀ (norm_nonneg _) (by positivity)).1 ?_
  rw [mul_pow, parseval, parseval, Finset.mul_sum]
  refine Finset.sum_le_sum fun i _ => ?_
  by_cases h : μ i = E0
  · -- the error has no ground-state component
    obtain ⟨c, hc⟩ := hφ.nondegenerate (b i) (by rw [(hb i).1, h])
    have hz : inner ℝ (b i) ((step H E0 t ^ n) v - inner ℝ φ v • φ) = (0 : ℝ) := by
      rw [inner_sub_right, inner_step_pow hH (hb i).1, real_inner_smul_right, h, hc,
        real_inner_smul_left, real_inner_smul_left, real_inner_self_eq_norm_sq, hφ.unit]
      simp only [sub_self, mul_zero, sub_zero, one_pow]
      ring
    rw [hz, zero_pow two_ne_zero]
    positivity
  · have h0 : inner ℝ (b i) φ = (0 : ℝ) := by
      rw [real_inner_comm]
      exact ground_orthogonal hH hφ (hb i).1 h
    simp only [inner_sub_right, real_inner_smul_right, inner_step_pow hH (hb i).1, h0,
      mul_zero, sub_zero, mul_pow]
    refine mul_le_mul_of_nonneg_right ?_ (sq_nonneg _)
    rw [← sq_abs ((1 - t * (μ i - E0)) ^ n), abs_pow]
    exact pow_le_pow_left₀ (by positivity)
      (pow_le_pow_left₀ (abs_nonneg _) (hρ _ (hb i).2 h) n) 2
```

For the balanced step, `hf` rewrites the damping factor as the fraction derived above, and the bounds on μ control its numerator. If E1 = Emax, the rate is zero and a single step reaches the limit.

```lean
/-- Let `H` be symmetric with nondegenerate ground state `φ` and all excited levels in
`[E1, Emax]`, where `E0 < E1 ≤ Emax`. With `t = 2 / (E1 + Emax - 2 E0)` the error shrinks
at least as fast as the powers of `(Emax - E1) / (E1 + Emax - 2 E0)`. -/
theorem balanced_step_error_le (hH : LinearMap.IsSymmetric H) (hφ : IsGroundState H E0 φ)
    {E1 : ℝ} (h01 : E0 < E1) (h1m : E1 ≤ Emax)
    (hspec : ∀ μ, H.HasEigenvalue μ → μ ≠ E0 → E1 ≤ μ ∧ μ ≤ Emax) (v : E) (n : ℕ) :
    ‖(step H E0 (2 / (E1 + Emax - 2 * E0)) ^ n) v - inner ℝ φ v • φ‖ ≤
      ((Emax - E1) / (E1 + Emax - 2 * E0)) ^ n * ‖v - inner ℝ φ v • φ‖ := by
  have hD : 0 < E1 + Emax - 2 * E0 := by linarith
  refine projector_error_le hH hφ (div_nonneg (by linarith) hD.le) (fun μ hμ hne => ?_) v n
  obtain ⟨h1, h2⟩ := hspec μ hμ hne
  have hd : 2 / (E1 + Emax - 2 * E0) * (E1 + Emax - 2 * E0) = 2 :=
    div_mul_cancel₀ _ hD.ne'
  have hf : 1 - 2 / (E1 + Emax - 2 * E0) * (μ - E0)
      = (E1 + Emax - 2 * μ) / (E1 + Emax - 2 * E0) := by
    rw [eq_div_iff hD.ne']
    linear_combination (-(μ - E0)) * hd
  rw [hf, abs_div, abs_of_pos hD]
  refine div_le_div_of_nonneg_right ?_ hD.le
  rw [abs_le]
  constructor <;> linarith
```

## The mixed energy estimator

The two hypotheses `hg` and `hv` say that the trial and starting vectors each overlap the ground state. The proof passes to the limit in numerator and denominator separately, and `hne` guarantees that the limiting denominator is nonzero. Individual early denominators may vanish; Lean then assigns the quotient the value 0, which does not affect the limit. The estimator here is a ratio of exact inner products, so statistical error and population-control bias do not enter.

```lean
/-- Under the conditions of `projector_tendsto`, the mixed energy estimator with trial vector
`g` converges to `E0` if both `g` and the starting vector `v` overlap the ground state. -/
theorem mixed_estimator_tendsto (hH : LinearMap.IsSymmetric H) (hφ : IsGroundState H E0 φ)
    (hmax : ∀ μ, H.HasEigenvalue μ → μ ≤ Emax) (ht : 0 < t) (ht2 : t * (Emax - E0) < 2)
    {g v : E} (hg : inner ℝ g φ ≠ (0 : ℝ)) (hv : inner ℝ φ v ≠ (0 : ℝ)) :
    Tendsto (fun n : ℕ => inner ℝ g (H ((step H E0 t ^ n) v)) /
      inner ℝ g ((step H E0 t ^ n) v)) atTop (𝓝 E0) := by
  have hs := projector_tendsto hH hφ hmax ht ht2 v
  have c : Continuous fun y : E => (inner ℝ g y : ℝ) := continuous_const.inner continuous_id
  have cH : Continuous fun y : E => (inner ℝ g (H y) : ℝ) :=
    c.comp (LinearMap.continuous_of_finiteDimensional H)
  have hne : inner ℝ g (inner ℝ φ v • φ) ≠ (0 : ℝ) := by
    rw [real_inner_smul_right]
    exact mul_ne_zero hv hg
  have hd : Tendsto (fun n : ℕ => inner ℝ g (H ((step H E0 t ^ n) v)) /
      inner ℝ g ((step H E0 t ^ n) v)) atTop
      (𝓝 (inner ℝ g (H (inner ℝ φ v • φ)) / inner ℝ g (inner ℝ φ v • φ))) :=
    ((cH.tendsto _).comp hs).div ((c.tendsto _).comp hs) hne
  have heq : inner ℝ g (H (inner ℝ φ v • φ)) / inner ℝ g (inner ℝ φ v • φ) = E0 := by
    rw [div_eq_iff hne]
    simp only [map_smul, hφ.eigen, real_inner_smul_right]
    ring
  rwa [heq] at hd

end

end LinearProjectorMonteCarlo
```

```lean
#print axioms LinearProjectorMonteCarlo.projector_tendsto_iff
-- 'LinearProjectorMonteCarlo.projector_tendsto_iff' depends on axioms: [propext, Classical.choice, Quot.sound]
#print axioms LinearProjectorMonteCarlo.balanced_step_error_le
-- 'LinearProjectorMonteCarlo.balanced_step_error_le' depends on axioms: [propext, Classical.choice, Quot.sound]
#print axioms LinearProjectorMonteCarlo.mixed_estimator_tendsto
-- 'LinearProjectorMonteCarlo.mixed_estimator_tendsto' depends on axioms: [propext, Classical.choice, Quot.sound]
```
